# For positive definite collision matrices, Matthiessen's rule never overestimates the phonon thermal resistivity

When phonons in a crystal are scattered by two mechanisms, say by impurities and by one another, Matthiessen's rule estimates the thermal resistivity by adding the resistivities that each mechanism would cause alone. For a linearised Boltzmann equation with finitely many modes, a nonzero drift vector and a positive definite collision matrix for each mechanism, the Lean code below proves that this sum is at most the resistivity of the combined system.

```lean
import Mathlib

open Matrix

namespace PhononMatthiessen

noncomputable section

variable {n : Type*} [Fintype n] [DecidableEq n]

/-- The phonon deviation `A⁻¹ b` produced by the drift vector `b` under an invertible
collision matrix `A`. -/
def response (A : Matrix n n ℝ) (b : n → ℝ) : n → ℝ := A⁻¹ *ᵥ b

/-- The quadratic form `x · A x` of the collision matrix, the dissipation in the deviation `x`. -/
def dissipation (A : Matrix n n ℝ) (x : n → ℝ) : ℝ := x ⬝ᵥ A *ᵥ x

/-- The thermal conductivity `b · A⁻¹ b`, up to a constant prefactor, for an invertible
collision matrix `A`. -/
def conductivity (A : Matrix n n ℝ) (b : n → ℝ) : ℝ := b ⬝ᵥ response A b

/-- The response solves the linearised Boltzmann equation `A x = b`. -/
theorem boltzmann_equation {A : Matrix n n ℝ} (hA : A.PosDef) (b : n → ℝ) :
    A *ᵥ response A b = b := by
  unfold response
  rw [Matrix.mulVec_mulVec, Matrix.mul_nonsing_inv A hA.det_pos.ne'.isUnit, Matrix.one_mulVec]

omit [DecidableEq n] in
/-- The collision matrix couples two deviations symmetrically. -/
theorem collision_symmetric {A : Matrix n n ℝ} (hA : A.PosDef) (x y : n → ℝ) :
    x ⬝ᵥ A *ᵥ y = y ⬝ᵥ A *ᵥ x := by
  have hT : Aᵀ = A := by
    have h := hA.isHermitian.eq
    rwa [Matrix.conjTranspose_eq_transpose_of_trivial] at h
  rw [Matrix.dotProduct_mulVec, dotProduct_comm, ← Matrix.mulVec_transpose, hT]

omit [DecidableEq n] in
/-- Every nonzero deviation has positive dissipation. -/
theorem dissipation_pos {A : Matrix n n ℝ} (hA : A.PosDef) {x : n → ℝ} (hx : x ≠ 0) :
    0 < dissipation A x := by
  have h := hA.dotProduct_mulVec_pos hx
  unfold dissipation
  simpa only [star_trivial] using h

/-- The dissipation of a combination of a trial deviation `x` and the response, expressed
through the dissipation of `x`, the current `b · x` and the conductivity. -/
theorem dissipation_combination {A : Matrix n n ℝ} (hA : A.PosDef) (b x : n → ℝ) (s t : ℝ) :
    dissipation A (s • x - t • response A b) =
      s ^ 2 * dissipation A x - 2 * s * t * (b ⬝ᵥ x) + t ^ 2 * conductivity A b := by
  have hy := boltzmann_equation hA b
  have hs : response A b ⬝ᵥ A *ᵥ x = b ⬝ᵥ x := by
    rw [collision_symmetric hA, hy, dotProduct_comm]
  have hxb : x ⬝ᵥ b = b ⬝ᵥ x := dotProduct_comm _ _
  have hyb : response A b ⬝ᵥ b = b ⬝ᵥ response A b := dotProduct_comm _ _
  simp only [dissipation, conductivity, Matrix.mulVec_sub, Matrix.mulVec_smul, sub_dotProduct,
    dotProduct_sub, smul_dotProduct, dotProduct_smul, smul_eq_mul, hy, hs, hxb, hyb]
  ring

/-- For a nonzero drift vector the response is nonzero, its dissipation equals the
conductivity, and the conductivity is positive. -/
theorem response_balance {A : Matrix n n ℝ} (hA : A.PosDef) {b : n → ℝ} (hb : b ≠ 0) :
    response A b ≠ 0 ∧ dissipation A (response A b) = conductivity A b ∧
      0 < conductivity A b := by
  have hne : response A b ≠ 0 := by
    intro h
    have h' := boltzmann_equation hA b
    rw [h, Matrix.mulVec_zero] at h'
    exact hb h'.symm
  have hD : dissipation A (response A b) = conductivity A b := by
    unfold dissipation conductivity
    rw [boltzmann_equation hA, dotProduct_comm]
  exact ⟨hne, hD, hD ▸ dissipation_pos hA hne⟩

/-- The squared current of any trial deviation is at most conductivity times dissipation,
and equality forces the trial deviation to be parallel to the response. -/
theorem current_bound {A : Matrix n n ℝ} (hA : A.PosDef) {b : n → ℝ} (hb : b ≠ 0)
    (x : n → ℝ) :
    (b ⬝ᵥ x) ^ 2 ≤ conductivity A b * dissipation A x ∧
      ((b ⬝ᵥ x) ^ 2 = conductivity A b * dissipation A x →
        conductivity A b • x = (b ⬝ᵥ x) • response A b) := by
  have hk := (response_balance hA hb).2.2
  have hd := dissipation_combination hA b x (conductivity A b) (b ⬝ᵥ x)
  by_cases hz : conductivity A b • x - (b ⬝ᵥ x) • response A b = 0
  · refine ⟨?_, fun _ => sub_eq_zero.mp hz⟩
    have h0 : dissipation A (0 : n → ℝ) = 0 := by
      unfold dissipation
      rw [zero_dotProduct]
    rw [hz, h0] at hd
    refine le_of_mul_le_mul_left ?_ hk
    linarith
  · have hp := dissipation_pos hA hz
    rw [hd] at hp
    have hlt : (b ⬝ᵥ x) ^ 2 < conductivity A b * dissipation A x := by
      refine lt_of_mul_lt_mul_left ?_ hk.le
      linarith
    exact ⟨hlt.le, fun h => absurd h hlt.ne⟩

/-- Variational principle: the conductivity is the greatest value of `(b · x)² / (x · A x)`
over nonzero deviations `x`, and the response attains it. -/
theorem variational_principle {A : Matrix n n ℝ} (hA : A.PosDef) {b : n → ℝ} (hb : b ≠ 0) :
    IsGreatest {r : ℝ | ∃ x : n → ℝ, x ≠ 0 ∧ r = (b ⬝ᵥ x) ^ 2 / dissipation A x}
        (conductivity A b) ∧
      response A b ≠ 0 ∧
      conductivity A b = (b ⬝ᵥ response A b) ^ 2 / dissipation A (response A b) := by
  obtain ⟨hne, hD, hk⟩ := response_balance hA hb
  have hval : conductivity A b =
      (b ⬝ᵥ response A b) ^ 2 / dissipation A (response A b) := by
    rw [hD, eq_div_iff hk.ne']
    unfold conductivity
    ring
  refine ⟨⟨⟨response A b, hne, hval⟩, ?_⟩, hne, hval⟩
  rintro r ⟨x, hx, rfl⟩
  rw [div_le_iff₀ (dissipation_pos hA hx)]
  exact (current_bound hA hb x).1

/-- The dissipations of two mechanisms in their joint response add up to the joint
conductivity. -/
theorem joint_dissipation {A B : Matrix n n ℝ} (hA : A.PosDef) (hB : B.PosDef) (b : n → ℝ) :
    dissipation A (response (A + B) b) + dissipation B (response (A + B) b) =
      conductivity (A + B) b := by
  unfold dissipation conductivity
  rw [← dotProduct_add, ← Matrix.add_mulVec, boltzmann_equation (hA.add hB), dotProduct_comm]

/-- For a nonzero drift vector, Matthiessen's rule never overestimates the resistivity: the joint
conductivity is positive, and its inverse is at least the sum of the inverse conductivities of the
separate mechanisms. -/
theorem matthiessen_inequality {A B : Matrix n n ℝ} (hA : A.PosDef) (hB : B.PosDef)
    {b : n → ℝ} (hb : b ≠ 0) :
    0 < conductivity (A + B) b ∧
      1 / conductivity A b + 1 / conductivity B b ≤ 1 / conductivity (A + B) b := by
  have ha := (response_balance hA hb).2.2
  have hc := (response_balance hB hb).2.2
  have hk := (response_balance (hA.add hB) hb).2.2
  have hsum := joint_dissipation hA hB b
  -- the joint response is a trial deviation for each mechanism
  have h1 : conductivity (A + B) b ^ 2 ≤ _ := (current_bound hA hb (response (A + B) b)).1
  have h2 : conductivity (A + B) b ^ 2 ≤ _ := (current_bound hB hb (response (A + B) b)).1
  have e1 : 1 / conductivity A b ≤
      dissipation A (response (A + B) b) / conductivity (A + B) b ^ 2 := by
    rw [div_le_div_iff₀ ha (pow_pos hk 2)]
    linarith
  have e2 : 1 / conductivity B b ≤
      dissipation B (response (A + B) b) / conductivity (A + B) b ^ 2 := by
    rw [div_le_div_iff₀ hc (pow_pos hk 2)]
    linarith
  refine ⟨hk, (add_le_add e1 e2).trans (le_of_eq ?_)⟩
  rw [← add_div, hsum, div_eq_div_iff (pow_pos hk 2).ne' hk.ne']
  ring

/-- Matthiessen's rule, written without division, is exact if and only if the response to the
first mechanism alone is a multiple of the response to the second alone. -/
theorem matthiessen_exact_iff {A B : Matrix n n ℝ} (hA : A.PosDef) (hB : B.PosDef)
    (b : n → ℝ) :
    conductivity (A + B) b * (conductivity A b + conductivity B b) =
        conductivity A b * conductivity B b ↔
      ∃ t : ℝ, response A b = t • response B b := by
  constructor
  · intro h
    by_cases hb : b = 0
    · exact ⟨0, by simp [response, hb]⟩
    have ha := (response_balance hA hb).2.2
    have hc := (response_balance hB hb).2.2
    have hk := (response_balance (hA.add hB) hb).2.2
    have hsum := joint_dissipation hA hB b
    obtain ⟨h1, p1⟩ := current_bound hA hb (response (A + B) b)
    obtain ⟨h2, p2⟩ := current_bound hB hb (response (A + B) b)
    change conductivity (A + B) b ^ 2 ≤ _ at h1 h2
    change conductivity (A + B) b ^ 2 = _ → _ = conductivity (A + B) b • _ at p1 p2
    -- the two nonnegative defects have a vanishing weighted sum
    have hz : conductivity B b * (conductivity A b * dissipation A (response (A + B) b)
          - conductivity (A + B) b ^ 2)
        + conductivity A b * (conductivity B b * dissipation B (response (A + B) b)
          - conductivity (A + B) b ^ 2) = 0 := by
      linear_combination conductivity A b * conductivity B b * hsum
        - conductivity (A + B) b * h
    have m1 := mul_nonneg hc.le (sub_nonneg.mpr h1)
    have m2 := mul_nonneg ha.le (sub_nonneg.mpr h2)
    have z1 := (mul_eq_zero.mp (le_antisymm (by linarith) m1)).resolve_left hc.ne'
    have z2 := (mul_eq_zero.mp (le_antisymm (by linarith) m2)).resolve_left ha.ne'
    have q1 := p1 (by linarith)
    have q2 := p2 (by linarith)
    refine ⟨conductivity A b / conductivity B b, funext fun i => ?_⟩
    have r1 := congrFun q1 i
    have r2 := congrFun q2 i
    simp only [Pi.smul_apply, smul_eq_mul] at r1 r2 ⊢
    rw [div_mul_eq_mul_div, eq_div_iff hc.ne']
    apply mul_left_cancel₀ hk.ne'
    linear_combination (-conductivity B b) * r1 + conductivity A b * r2
  · rintro ⟨t, ht⟩
    have h1 : (A + B) *ᵥ response A b = b + t • b := by
      rw [Matrix.add_mulVec, boltzmann_equation hA, ht, Matrix.mulVec_smul,
        boltzmann_equation hB]
    have h2 := collision_symmetric (hA.add hB) (response (A + B) b) (response A b)
    rw [h1, boltzmann_equation (hA.add hB), dotProduct_add, dotProduct_smul, smul_eq_mul,
      dotProduct_comm (response (A + B) b) b, dotProduct_comm (response A b) b] at h2
    have h3 : b ⬝ᵥ response A b = t * (b ⬝ᵥ response B b) := by
      rw [ht, dotProduct_smul, smul_eq_mul]
    unfold conductivity
    linear_combination (b ⬝ᵥ response B b) * h2 + (b ⬝ᵥ response (A + B) b) * h3

/-- Two phonon modes with relaxation rates `(1, 2)` from one mechanism and `(2, 1)` from
another, driven equally, violate Matthiessen's rule strictly. -/
theorem matthiessen_strict_witness :
    (diagonal ![(1 : ℝ), 2]).PosDef ∧ (diagonal ![(2 : ℝ), 1]).PosDef ∧
      1 / conductivity (diagonal ![(1 : ℝ), 2]) ![1, 1]
          + 1 / conductivity (diagonal ![(2 : ℝ), 1]) ![1, 1]
        < 1 / conductivity (diagonal ![(1 : ℝ), 2] + diagonal ![(2 : ℝ), 1]) ![1, 1] := by
  have hA : (diagonal ![(1 : ℝ), 2]).PosDef :=
    Matrix.PosDef.diagonal (by intro i; fin_cases i <;> norm_num)
  have hB : (diagonal ![(2 : ℝ), 1]).PosDef :=
    Matrix.PosDef.diagonal (by intro i; fin_cases i <;> norm_num)
  -- a solution of the Boltzmann equation determines the conductivity
  have key : ∀ {M : Matrix (Fin 2) (Fin 2) ℝ}, M.PosDef → ∀ x b : Fin 2 → ℝ,
      M *ᵥ x = b → conductivity M b = b ⬝ᵥ x := by
    intro M hM x b h
    subst h
    unfold conductivity response
    rw [Matrix.mulVec_mulVec, Matrix.nonsing_inv_mul M hM.det_pos.ne'.isUnit,
      Matrix.one_mulVec]
  refine ⟨hA, hB, ?_⟩
  rw [key hA ![1, 1 / 2] ![1, 1]
      (by ext i; fin_cases i <;> norm_num [Matrix.mulVec_diagonal]),
    key hB ![1 / 2, 1] ![1, 1]
      (by ext i; fin_cases i <;> norm_num [Matrix.mulVec_diagonal]),
    key (hA.add hB) ![1 / 3, 1 / 3] ![1, 1]
      (by
        rw [Matrix.add_mulVec]
        ext i
        fin_cases i <;> norm_num [Matrix.mulVec_diagonal])]
  norm_num [dotProduct, Fin.sum_univ_two]

end

end PhononMatthiessen
```

```lean
#print axioms PhononMatthiessen.variational_principle
-- 'PhononMatthiessen.variational_principle' depends on axioms: [propext, Classical.choice, Quot.sound]
#print axioms PhononMatthiessen.matthiessen_inequality
-- 'PhononMatthiessen.matthiessen_inequality' depends on axioms: [propext, Classical.choice, Quot.sound]
#print axioms PhononMatthiessen.matthiessen_exact_iff
-- 'PhononMatthiessen.matthiessen_exact_iff' depends on axioms: [propext, Classical.choice, Quot.sound]
```

## A variational principle and an inequality for resistivities

Let A be a real positive definite matrix and b a real vector. Write

y_A = A⁻¹b

D_A(x) = x·Ax

κ_A = b·y_A

In the code these are `response A b`, `dissipation A x` and `conductivity A b`.

The theorem `variational_principle` says that, for b ≠ 0, κ_A is the greatest value of

(b·x)² / D_A(x)

over all x ≠ 0, and that x = y_A attains it. The predicate `IsGreatest` contains both parts of "greatest": κ_A belongs to the set of these ratios, and no ratio exceeds it.

The theorem `matthiessen_inequality` concerns two positive definite matrices A and B with the same b ≠ 0. It states that κ_{A+B} is positive and that

1/κ_A + 1/κ_B ≤ 1/κ_{A+B}.

The case of equality is settled by `matthiessen_exact_iff`. The relation

κ_{A+B} (κ_A + κ_B) = κ_A κ_B

holds if and only if y_A = t y_B for some real t. For b ≠ 0 all three conductivities are positive, and dividing by their product turns this relation into Matthiessen's rule. Without the division it also makes sense for b = 0, where both sides vanish and both responses are zero.

## Collision matrices, drift and heat current

The finite type `n` labels the phonon modes, for instance the points of a wavevector grid combined with the branches. The vector x describes how far the mode populations deviate from equilibrium, and b describes how a temperature gradient along one direction drives them. In the steady state, collisions balance the drift:

A x = b.

The heat current along the gradient is proportional to b·x, so its value in the steady state gives the conductivity b·A⁻¹b. Prefactors such as volume and temperature are left out. They are common to all the conductivities compared here, so the inequality is unaffected. The quadratic form x·Ax measures the entropy production by collisions, again up to a factor.

For a real matrix, `PosDef` includes symmetry. Physically, symmetry reflects detailed balance, with the deviations suitably scaled. Positivity means that the mechanism relaxes every nonzero deviation included in the model. This is a real restriction: collisions that conserve the total phonon energy leave at least one deviation unrelaxed, and elastic impurity scattering, which conserves the energy at each frequency, leaves many. Such deviations have to be removed before the theorems apply. If the collision matrices are unchanged when all wavevectors are reversed, these energy-related deviations can be removed by keeping only deviations that are odd under this reversal, as b is. Normal processes acting alone also conserve crystal momentum, and a mechanism with such an unrelaxed deviation is not covered.

Adding A and B assumes that the mechanisms scatter independently. For diagonal matrices this adds the scattering rates mode by mode, which is also often called Matthiessen's rule. The rule examined here is a different one: it adds the resistivities of the whole system. Using one b for both assumes that neither changes the phonon frequencies or velocities. The matrices may have off-diagonal entries, so the result is not limited to the relaxation-time approximation, in which A is diagonal. The matrices themselves are given; they are not derived from a microscopic interaction.

Within this finite, linearised model, and apart from numerical errors, combining the separate conductivities by Matthiessen's rule can therefore overestimate the joint conductivity but never underestimate it.

## Why no trial deviation exceeds the conductivity

Take b ≠ 0. Since A y_A = b, the response y_A is nonzero, and

κ_A = b·y_A = y_A·A y_A > 0.

This is `response_balance`. It rests on `boltzmann_equation`, which obtains the invertibility of A from its positive determinant, and on `dissipation_pos`.

Now let x be any deviation and s, t real numbers. By symmetry, which is the content of `collision_symmetric`,

y_A·Ax = x·A y_A = b·x.

Expanding the quadratic form gives `dissipation_combination`:

D_A(s x − t y_A) = s² D_A(x) − 2st (b·x) + t² κ_A.

Choose s = κ_A and t = b·x. The right-hand side becomes

κ_A² D_A(x) − 2κ_A (b·x)² + κ_A (b·x)² = κ_A [κ_A D_A(x) − (b·x)²].

The left-hand side is nonnegative and κ_A is positive, hence

(b·x)² ≤ κ_A D_A(x).

If equality holds, the combination κ_A x − (b·x) y_A has zero dissipation and must itself vanish, so κ_A x = (b·x) y_A. The lemma `current_bound` contains both statements. Its proof distinguishes whether this combination is zero: if it is, the bound is an equality and the parallelism is immediate; if it is not, positive definiteness makes the bound strict, so equality is impossible.

For x ≠ 0, dividing by D_A(x) > 0 shows that no ratio exceeds κ_A. At x = y_A the ratio is κ_A²/κ_A = κ_A, which completes the variational principle.

## The joint response as a trial deviation

Let b ≠ 0, let z = (A+B)⁻¹b be the response when both mechanisms act, and let K = b·z = κ_{A+B}. Then z is not the response to either mechanism alone, but it is an admissible trial deviation for each:

K² ≤ κ_A D_A(z)

K² ≤ κ_B D_B(z)

Dividing by the positive quantities κ_A K² and κ_B K² gives

1/κ_A ≤ D_A(z)/K²

1/κ_B ≤ D_B(z)/K²

These are `e1` and `e2` in the proof. The two dissipations add up to the joint conductivity, as `joint_dissipation` states:

D_A(z) + D_B(z) = z·(A+B)z = z·b = K.

Adding the two bounds therefore yields

1/κ_A + 1/κ_B ≤ K/K² = 1/K.

## Exact additivity means proportional responses

Suppose first that b ≠ 0 and that K(κ_A + κ_B) = κ_A κ_B. The bounds above have nonnegative defects

δ_A = κ_A D_A(z) − K²

δ_B = κ_B D_B(z) − K²

and their weighted sum is

κ_B δ_A + κ_A δ_B = κ_A κ_B K − K²(κ_A + κ_B) = 0.

The weights are positive, so both defects vanish. The equality part of `current_bound` then gives

κ_A z = K y_A

κ_B z = K y_B

and hence y_A = (κ_A/κ_B) y_B. In the code, `hz` is the vanishing weighted sum, `q1` and `q2` are the two vector equations, and the last step is carried out component by component. For b = 0 the proof takes t = 0.

Conversely, let y_A = t y_B. Then

(A+B) y_A = b + t b = (1+t) b.

Applying the symmetry of A+B to z and y_A gives

(1+t) K = z·(A+B) y_A = y_A·(A+B) z = κ_A.

Taking the product of y_A = t y_B with b gives κ_A = t κ_B. Together these imply

K(κ_A + κ_B) = K(1+t) κ_B = κ_A κ_B.

The final `linear_combination` combines the same two relations, `h2` and `h3`. With a single mode the responses are always proportional, so the rule is then exact.

Two modes are enough for a strict inequality. In `matthiessen_strict_witness` one mechanism has relaxation rates (1, 2), the other (2, 1), and b = (1, 1). Each of the two modes can be read as standing for a pair of opposite wavevectors with opposite deviations. Alone, each mechanism gives the conductivity

1 + 1/2 = 3/2.

Together the rates are (3, 3) and the conductivity is

1/3 + 1/3 = 2/3.

Matthiessen's rule predicts the resistivity 2/3 + 2/3 = 4/3, while the joint value is 3/2. Each mechanism alone lets its weakly scattered mode carry most of the current, but the two mechanisms favour different modes. The code avoids computing inverse matrices here: the local lemma `key` shows that any solution of M x = b gives the conductivity as b·x, and the three solutions are supplied explicitly.
